# Danskin's formula for the minimum of finitely many differentiable functions

The energy curves here keep their labels when they cross. Each branch $f_i$ is a real function of a parameter $t$, given in advance and followed through any crossing, and the lowest energy is built from the branches as their pointwise minimum. Sorting the energies by size at each $t$ would instead put the kinks into the individual curves, and the assumption that every branch is differentiable would fail at an ordinary crossing.

## One-sided slopes of the lowest branch

Let $i$ run over a finite, nonempty index set, and put

$$V(t)=\min_i f_i(t),\qquad A=\{\,i : f_i(t_0)=V(t_0)\,\}.$$

The indices in $A$ are called active at $t_0$. Suppose every $f_i$ is differentiable at $t_0$, with $d_i=f_i'(t_0)$. Then $V$ has a right derivative at $t_0$, equal to $\min_{i\in A} d_i$.

**Only active branches matter near $t_0$.** Fix some $k\in A$. If $i\notin A$, then $f_i(t_0)-f_k(t_0)>0$, and by continuity $f_i(t)>f_k(t)$ for $t$ near $t_0$. There are finitely many $i$, so one neighbourhood serves them all. In it an inactive branch lies above $f_k(t)\ge V(t)$ and cannot attain the minimum. Hence $V(t)=f_i(t)$ for some $i\in A$, which may depend on $t$.

**Two bounds.** Let $j\in A$ have the smallest active slope, and let $c>0$. For $t$ close enough to $t_0$, all branches satisfy

$$|f_i(t)-f_i(t_0)-(t-t_0)d_i|\le c\,|t-t_0|.$$

Take such a $t\ge t_0$. Since $V\le f_j$, with equality at $t_0$,

$$V(t)-V(t_0)\le f_j(t)-f_j(t_0)\le (t-t_0)d_j+c\,|t-t_0|.$$

With $i\in A$ the branch that attains the minimum at $t$,

$$V(t)-V(t_0)=f_i(t)-f_i(t_0)\ge (t-t_0)d_i-c\,|t-t_0|\ge (t-t_0)d_j-c\,|t-t_0|.$$

As $c$ was arbitrary, the right derivative is $d_j$.

For $t\le t_0$ the factor $t-t_0$ is not positive, so the last inequality needs the largest active slope, and the left derivative is $\max_{i\in A}d_i$. The two sides agree exactly when all active slopes are equal, which is therefore the condition for $V$ to be differentiable at $t_0$.

For finitely many energy curves assumed differentiable in one parameter, this gives the one-sided slopes of the lowest energy at a crossing; if the parameter is a nuclear coordinate, minus these slopes are the one-sided forces of the lowest energy curve at the crossing point itself.

## The envelope and its active branches

The type `ι` labels the branches and is finite and nonempty. The domain `α` is left general, so that the same definitions serve a single parameter and a vector of parameters.

In Lean 4 with Mathlib:

```lean
import Mathlib

open Filter Topology Set

namespace DanskinEnvelope

noncomputable section

variable {ι : Type*} [Fintype ι] [Nonempty ι] {α : Type*}
```

The minimum $V$ is `envelope f`.

```lean
/-- The lower envelope `V(x) = min_i f_i(x)` of finitely many branches `f_i`. -/
def envelope (f : ι → α → ℝ) (x : α) : ℝ :=
  Finset.univ.inf' Finset.univ_nonempty (fun i => f i x)
```

The set $A$ is `activeSet f t₀`.

```lean
/-- The active set at `x`: the indices of the branches with `f_i(x) = V(x)`. -/
def activeSet (f : ι → α → ℝ) (x : α) : Finset ι :=
  Finset.univ.filter (fun i => f i x = envelope f x)
```

Two basic facts follow: $V\le f_i$ for every $i$, and membership of the active set means equality with $V$.

```lean
/-- The envelope lies below every branch. -/
theorem envelope_le (f : ι → α → ℝ) (x : α) (i : ι) : envelope f x ≤ f i x :=
  Finset.inf'_le (fun i => f i x) (Finset.mem_univ i)

/-- A branch is active at `x` exactly when its value there equals the envelope. -/
theorem mem_activeSet {f : ι → α → ℝ} {x : α} {i : ι} :
    i ∈ activeSet f x ↔ f i x = envelope f x := by
  simp [activeSet]
```

A finite minimum is attained, so the active set is never empty. This makes the smallest and largest active slopes well defined. Their argument `d` is any family of real numbers; the theorems below supply the derivatives.

```lean
/-- At every point some branch attains the minimum. -/
theorem activeSet_nonempty (f : ι → α → ℝ) (x : α) : (activeSet f x).Nonempty := by
  obtain ⟨i, -, hi⟩ :=
    Finset.exists_mem_eq_inf' (Finset.univ_nonempty (α := ι)) (fun i => f i x)
  exact ⟨i, mem_activeSet.2 hi.symm⟩

/-- The smallest of the slopes `d_i` over the branches active at `x`. -/
def minActiveSlope (f : ι → α → ℝ) (x : α) (d : ι → ℝ) : ℝ :=
  (activeSet f x).inf' (activeSet_nonempty f x) d

/-- The largest of the slopes `d_i` over the branches active at `x`. -/
def maxActiveSlope (f : ι → α → ℝ) (x : α) (d : ι → ℝ) : ℝ :=
  (activeSet f x).sup' (activeSet_nonempty f x) d
```

## Inactive branches drop out

The next lemma is the continuity argument, carried out along a set `s` so that it applies to either side of the point. The filter `𝓝[s] x₀` expresses "for $x$ in $s$ near $x_0$". The lemma's `j` is the fixed active branch called $k$ above, and `Filter.eventually_all` supplies the common neighbourhood for finitely many branches.

```lean
/-- If all branches are continuous at `x₀` along `s`, then for `x` in `s` near `x₀` the
minimum is attained by a branch that is active at `x₀`. -/
theorem eventually_exists_active [TopologicalSpace α] {f : ι → α → ℝ} {s : Set α} {x₀ : α}
    (hf : ∀ i, ContinuousWithinAt (f i) s x₀) :
    ∀ᶠ x in 𝓝[s] x₀, ∃ i ∈ activeSet f x₀, envelope f x = f i x := by
  obtain ⟨j, hj⟩ := activeSet_nonempty f x₀
  have hj0 : f j x₀ = envelope f x₀ := mem_activeSet.1 hj
  -- every inactive branch stays strictly above the active branch `j`
  have key : ∀ᶠ x in 𝓝[s] x₀, ∀ i, i ∉ activeSet f x₀ → f j x < f i x := by
    rw [Filter.eventually_all]
    intro i
    by_cases hi : i ∈ activeSet f x₀
    · exact Filter.Eventually.of_forall fun x h => absurd hi h
    · have hne : f i x₀ ≠ envelope f x₀ := fun h => hi (mem_activeSet.2 h)
      have hlt : envelope f x₀ < f i x₀ := lt_of_le_of_ne (envelope_le f x₀ i) hne.symm
      have hpos : 0 < f i x₀ - f j x₀ := by linarith
      have hsub : Tendsto (fun x => f i x - f j x) (𝓝[s] x₀) (𝓝 (f i x₀ - f j x₀)) :=
        Filter.Tendsto.sub (hf i).tendsto (hf j).tendsto
      filter_upwards [hsub.eventually (lt_mem_nhds hpos)] with x hx _
      linarith
  filter_upwards [key] with x hx
  obtain ⟨i, hi⟩ := activeSet_nonempty f x
  have hix : f i x = envelope f x := mem_activeSet.1 hi
  by_cases hia : i ∈ activeSet f x₀
  · exact ⟨i, hia, hix.symm⟩
  · have h1 := hx i hia
    have h2 := envelope_le f x j
    exact absurd h1 (by linarith)
```

## The two bounds along a set

The hypothesis `hmin` says that the active branch `j` has the smallest linear change $(t-t_0)d_j$ for every $t$ in `s`. This one condition selects the smallest slope on the right and the largest on the left. In the proof, `h1` is the uniform first-order expansion and `h2` provides the active branch that attains the minimum; the two closing `linarith` calls are the lower and upper bounds.

```lean
/-- Let the branches have derivatives `d_i` at `t₀` along `s`. If the active branch `j` has
the smallest linear change `(t - t₀) d_j` among active branches for all `t` in `s`, then the
envelope has derivative `d_j` at `t₀` along `s`. -/
theorem hasDerivWithinAt_envelope_of_active {f : ι → ℝ → ℝ} {d : ι → ℝ} {s : Set ℝ} {t₀ : ℝ}
    (hf : ∀ i, HasDerivWithinAt (f i) (d i) s t₀) {j : ι} (hj : j ∈ activeSet f t₀)
    (hmin : ∀ t ∈ s, ∀ i ∈ activeSet f t₀, (t - t₀) * d j ≤ (t - t₀) * d i) :
    HasDerivWithinAt (envelope f) (d j) s t₀ := by
  rw [hasDerivWithinAt_iff_isLittleO, Asymptotics.isLittleO_iff]
  intro c hc
  -- first-order expansion, uniform over the finitely many branches
  have h1 : ∀ᶠ t in 𝓝[s] t₀, ∀ i, |f i t - f i t₀ - (t - t₀) * d i| ≤ c * |t - t₀| := by
    rw [Filter.eventually_all]
    intro i
    have h := hf i
    rw [hasDerivWithinAt_iff_isLittleO, Asymptotics.isLittleO_iff] at h
    simpa only [Real.norm_eq_abs, smul_eq_mul] using h hc
  have h2 := eventually_exists_active (fun i => (hf i).continuousWithinAt)
  filter_upwards [h1, h2, self_mem_nhdsWithin] with t ht1 ht2 hts
  obtain ⟨i, hi, hV⟩ := ht2
  have hi0 : f i t₀ = envelope f t₀ := mem_activeSet.1 hi
  have hj0 : f j t₀ = envelope f t₀ := mem_activeSet.1 hj
  have ha := abs_le.1 (ht1 i)
  have hb := abs_le.1 (ht1 j)
  have hle := envelope_le f t j
  have hm := hmin t hts i hi
  simp only [Real.norm_eq_abs, smul_eq_mul]
  rw [abs_le]
  constructor
  · -- lower bound from the branch attaining the minimum at `t`
    linarith [ha.1]
  · -- upper bound from `V ≤ f_j`
    linarith [hb.2]
```

## Right, left and two-sided derivatives

`HasDerivWithinAt g m (Ici t₀) t₀` says that `g` has right derivative `m` at `t₀`, since `Ici t₀` is $[t_0,\infty)$. The first theorem needs only right derivatives of the branches. Its proof picks an active `j` of smallest slope and multiplies $d_j\le d_i$ by $t-t_0\ge 0$.

```lean
/-- If every branch has right derivative `d_i` at `t₀`, the envelope has right derivative
equal to the smallest `d_i` over the active branches. -/
theorem danskin_right {f : ι → ℝ → ℝ} {d : ι → ℝ} {t₀ : ℝ}
    (hf : ∀ i, HasDerivWithinAt (f i) (d i) (Ici t₀) t₀) :
    HasDerivWithinAt (envelope f) (minActiveSlope f t₀ d) (Ici t₀) t₀ := by
  obtain ⟨j, hj, hjm⟩ := Finset.exists_mem_eq_inf' (activeSet_nonempty f t₀) d
  have e : minActiveSlope f t₀ d = d j := hjm
  rw [e]
  refine hasDerivWithinAt_envelope_of_active hf hj fun t ht i hi => ?_
  have h1 : d j ≤ d i := hjm.symm.trans_le (Finset.inf'_le d hi)
  exact mul_le_mul_of_nonneg_left h1 (sub_nonneg.2 (Set.mem_Ici.1 ht))
```

The formula for differentiable branches is the special case in which the slopes are `deriv (f i) t₀`.

```lean
/-- Danskin formula for finitely many branches: if all branches are differentiable at `t₀`, the pointwise minimum has a
right derivative at `t₀` equal to the smallest `f_i'(t₀)` over the active branches. -/
theorem danskin {f : ι → ℝ → ℝ} {t₀ : ℝ} (hf : ∀ i, DifferentiableAt ℝ (f i) t₀) :
    HasDerivWithinAt (envelope f) (minActiveSlope f t₀ fun i => deriv (f i) t₀) (Ici t₀) t₀ :=
  danskin_right (d := fun i => deriv (f i) t₀) fun i => (hf i).hasDerivAt.hasDerivWithinAt
```

On the left, `Iic t₀` is $(-\infty,t_0]$, and the sign of $t-t_0$ turns the minimum into a maximum.

```lean
/-- If every branch has left derivative `d_i` at `t₀`, the envelope has left derivative
equal to the largest `d_i` over the active branches. -/
theorem danskin_left {f : ι → ℝ → ℝ} {d : ι → ℝ} {t₀ : ℝ}
    (hf : ∀ i, HasDerivWithinAt (f i) (d i) (Iic t₀) t₀) :
    HasDerivWithinAt (envelope f) (maxActiveSlope f t₀ d) (Iic t₀) t₀ := by
  obtain ⟨j, hj, hjm⟩ := Finset.exists_mem_eq_sup' (activeSet_nonempty f t₀) d
  have e : maxActiveSlope f t₀ d = d j := hjm
  rw [e]
  refine hasDerivWithinAt_envelope_of_active hf hj fun t ht i hi => ?_
  have h1 : d i ≤ d j := (Finset.le_sup' d hi).trans_eq hjm
  have h2 : t ≤ t₀ := Set.mem_Iic.1 ht
  nlinarith [mul_nonneg (sub_nonneg.2 h1) (sub_nonneg.2 h2)]
```

If all active slopes agree, `hmin` holds with equality on the whole line, and $V$ has an ordinary derivative.

```lean
/-- Envelope theorem for finitely many branches: if all branches are differentiable at `t₀`
and all active ones have the slope of the active branch `j`, then `V'(t₀) = f_j'(t₀)`. -/
theorem envelope_theorem {f : ι → ℝ → ℝ} {d : ι → ℝ} {t₀ : ℝ}
    (hf : ∀ i, HasDerivAt (f i) (d i) t₀) {j : ι} (hj : j ∈ activeSet f t₀)
    (h : ∀ i ∈ activeSet f t₀, d i = d j) :
    HasDerivAt (envelope f) (d j) t₀ := by
  rw [← hasDerivWithinAt_univ]
  exact hasDerivWithinAt_envelope_of_active (fun i => (hf i).hasDerivWithinAt) hj
    (fun t _ i hi => le_of_eq (by rw [h i hi]))
```

Conversely, if $V$ is differentiable, uniqueness of one-sided derivatives makes the smallest and largest active slopes both equal to $V'(t_0)$. Every active slope lies between them.

```lean
/-- For branches differentiable at `t₀`, the envelope is differentiable at `t₀` if and only
if all active branches have the same slope. -/
theorem differentiableAt_envelope_iff {f : ι → ℝ → ℝ} {d : ι → ℝ} {t₀ : ℝ}
    (hf : ∀ i, HasDerivAt (f i) (d i) t₀) :
    DifferentiableAt ℝ (envelope f) t₀ ↔
      ∀ i ∈ activeSet f t₀, ∀ j ∈ activeSet f t₀, d i = d j := by
  constructor
  · intro hV
    -- both one-sided derivatives equal the two-sided one
    have hr : minActiveSlope f t₀ d = deriv (envelope f) t₀ :=
      UniqueDiffWithinAt.eq_deriv _ (uniqueDiffOn_Ici t₀ t₀ (Set.mem_Ici.2 le_rfl))
        (danskin_right fun i => (hf i).hasDerivWithinAt) hV.hasDerivAt.hasDerivWithinAt
    have hl : maxActiveSlope f t₀ d = deriv (envelope f) t₀ :=
      UniqueDiffWithinAt.eq_deriv _ (uniqueDiffOn_Iic t₀ t₀ (Set.mem_Iic.2 le_rfl))
        (danskin_left fun i => (hf i).hasDerivWithinAt) hV.hasDerivAt.hasDerivWithinAt
    intro i hi j hj
    have a1 : minActiveSlope f t₀ d ≤ d i := Finset.inf'_le d hi
    have a2 : minActiveSlope f t₀ d ≤ d j := Finset.inf'_le d hj
    have b1 : d i ≤ maxActiveSlope f t₀ d := Finset.le_sup' d hi
    have b2 : d j ≤ maxActiveSlope f t₀ d := Finset.le_sup' d hj
    linarith
  · intro h
    obtain ⟨j, hj⟩ := activeSet_nonempty f t₀
    exact (envelope_theorem hf hj fun i hi => h i hi j hj).differentiableAt
```

## Several parameters

Let the parameters form a real normed space `E`, and let each branch have a Fréchet derivative `F' i` at `x`. Along the ray $x+tv$ the chain rule gives branch $i$ the slope `F' i v` at $t=0$, and the right-derivative theorem applies. The conclusion concerns each direction `v` separately. The hypothesis excludes conical intersections: for the two energies $\pm\sqrt{p^2+q^2}$ of two parameters $p,q$, no labelling gives branches that are differentiable at the origin.

```lean
/-- Danskin formula for finitely many branches on a normed parameter space: if the branches have Frechet derivatives
`F'_i` at `x`, then `t ↦ V(x + t v)` has right derivative at `0` equal to the smallest
`F'_i v` over the branches active at `x`. -/
theorem danskin_directional {E : Type*} [NormedAddCommGroup E] [NormedSpace ℝ E]
    {F : ι → E → ℝ} {F' : ι → E →L[ℝ] ℝ} {x : E}
    (hF : ∀ i, HasFDerivAt (F i) (F' i) x) (v : E) :
    HasDerivWithinAt (fun t : ℝ => envelope F (x + t • v))
      (minActiveSlope F x fun i => F' i v) (Ici 0) 0 := by
  have e : x + (0 : ℝ) • v = x := by simp
  have hl : HasDerivAt (fun t : ℝ => x + t • v) v 0 := by
    have h := ((hasDerivAt_id' (0 : ℝ)).smul_const v).const_add x
    rw [one_smul] at h
    exact h
  -- chain rule along the ray
  have hg : ∀ i, HasDerivAt (fun t : ℝ => F i (x + t • v)) (F' i v) 0 := by
    intro i
    have hFi : HasFDerivAt (F i) (F' i) (x + (0 : ℝ) • v) := by
      rw [e]
      exact hF i
    exact HasFDerivAt.comp_hasDerivAt (f := fun t : ℝ => x + t • v) (0 : ℝ) hFi hl
  have h := danskin_right (f := fun i (t : ℝ) => F i (x + t • v)) (d := fun i => F' i v)
    (t₀ := 0) fun i => (hg i).hasDerivWithinAt
  have h2 : minActiveSlope (fun i (t : ℝ) => F i (x + t • v)) 0 (fun i => F' i v)
      = minActiveSlope F (x + (0 : ℝ) • v) (fun i => F' i v) := rfl
  rw [h2, e] at h
  exact h
```

## Two linear levels

For the levels $at$ and $bt$, both branches are active at $0$. The lower level has right slope $\min(a,b)$ and left slope $\max(a,b)$, with a kink unless $a=b$. The proof evaluates the smallest and largest active slopes and then applies the general theorems.

```lean
/-- Two linear levels `a t` and `b t`. -/
def crossing (a b : ℝ) (i : Fin 2) (t : ℝ) : ℝ := (![a, b] : Fin 2 → ℝ) i * t

/-- For the levels `a t` and `b t`, the lower level has right derivative `min a b` and left
derivative `max a b` at `0`, and is differentiable there if and only if `a = b`. -/
theorem crossing_kink (a b : ℝ) :
    HasDerivWithinAt (envelope (crossing a b)) (min a b) (Ici 0) 0 ∧
    HasDerivWithinAt (envelope (crossing a b)) (max a b) (Iic 0) 0 ∧
    (DifferentiableAt ℝ (envelope (crossing a b)) 0 ↔ a = b) := by
  -- both levels are active at the crossing point
  have hact : ∀ i, i ∈ activeSet (crossing a b) 0 := by
    intro i
    obtain ⟨j, hj⟩ := activeSet_nonempty (crossing a b) 0
    rw [mem_activeSet] at hj
    rw [mem_activeSet, ← hj]
    simp only [crossing, mul_zero]
  have hd : ∀ i, HasDerivAt (crossing a b i) ((![a, b] : Fin 2 → ℝ) i) 0 := by
    intro i
    have h := (hasDerivAt_id' (0 : ℝ)).const_mul ((![a, b] : Fin 2 → ℝ) i)
    rw [mul_one] at h
    exact h
  have e0 : (![a, b] : Fin 2 → ℝ) 0 = a := by simp
  have e1 : (![a, b] : Fin 2 → ℝ) 1 = b := by simp
  have hmin : minActiveSlope (crossing a b) 0 ![a, b] = min a b := by
    have h0 : minActiveSlope (crossing a b) 0 ![a, b] ≤ (![a, b] : Fin 2 → ℝ) 0 :=
      Finset.inf'_le (![a, b] : Fin 2 → ℝ) (hact 0)
    have h1 : minActiveSlope (crossing a b) 0 ![a, b] ≤ (![a, b] : Fin 2 → ℝ) 1 :=
      Finset.inf'_le (![a, b] : Fin 2 → ℝ) (hact 1)
    have hall : ∀ i, min a b ≤ (![a, b] : Fin 2 → ℝ) i := by
      intro i
      fin_cases i <;> simp
    refine le_antisymm (le_min (h0.trans_eq e0) (h1.trans_eq e1)) ?_
    unfold minActiveSlope
    exact Finset.le_inf' _ _ (fun i _ => hall i)
  have hmax : maxActiveSlope (crossing a b) 0 ![a, b] = max a b := by
    have h0 : (![a, b] : Fin 2 → ℝ) 0 ≤ maxActiveSlope (crossing a b) 0 ![a, b] :=
      Finset.le_sup' (![a, b] : Fin 2 → ℝ) (hact 0)
    have h1 : (![a, b] : Fin 2 → ℝ) 1 ≤ maxActiveSlope (crossing a b) 0 ![a, b] :=
      Finset.le_sup' (![a, b] : Fin 2 → ℝ) (hact 1)
    have hall : ∀ i, (![a, b] : Fin 2 → ℝ) i ≤ max a b := by
      intro i
      fin_cases i <;> simp
    refine le_antisymm ?_ (max_le (e0.symm.trans_le h0) (e1.symm.trans_le h1))
    unfold maxActiveSlope
    exact Finset.sup'_le _ _ (fun i _ => hall i)
  refine ⟨?_, ?_, ?_⟩
  · rw [← hmin]
    exact danskin_right fun i => (hd i).hasDerivWithinAt
  · rw [← hmax]
    exact danskin_left fun i => (hd i).hasDerivWithinAt
  · rw [differentiableAt_envelope_iff hd]
    constructor
    · intro h
      exact e0.symm.trans ((h 0 (hact 0) 1 (hact 1)).trans e1)
    · rintro hab i - j -
      subst hab
      fin_cases i <;> fin_cases j <;> simp

end

end DanskinEnvelope
```

```lean
#print axioms DanskinEnvelope.danskin
#print axioms DanskinEnvelope.danskin_directional
#print axioms DanskinEnvelope.crossing_kink
```

```
'DanskinEnvelope.danskin' depends on axioms: [propext, Classical.choice, Quot.sound]
'DanskinEnvelope.danskin_directional' depends on axioms: [propext, Classical.choice, Quot.sound]
'DanskinEnvelope.crossing_kink' depends on axioms: [propext, Classical.choice, Quot.sound]
```

## A continuous family of branches

Danskin's name is usually attached to a maximum or minimum over a compact set, such as a closed bounded interval of variational parameters $y$ in $V(t)=\min_y f(y,t)$. Modelling the branches that way would change the proof at its first step. For $f(y,t)=(y-t)^2$ with $y\in[-1,1]$, only $y=0$ is active at $t=0$, yet for small $t\neq 0$ the minimum is attained at $y=t$, which was inactive. One sufficient set of hypotheses in place of finiteness is compactness of the set of $y$ together with joint continuity of $f$ and $\partial_t f$. The theorems above treat finitely many branches, take their differentiability as given, and involve no Hamiltonian from which the branches are derived.
